# Constants of motion of classical pairing pseudospins with fixed levels and coupling

Let finitely many vectors s_k(t) in ℝ³ obey, at all times t,

s_k′ = B_k × s_k, B_k = (−2g Jx, −2g Jy, 2e_k), J = Σ s_k,

with real level energies e_k and pairing strength g that do not depend on time. Then each length |s_k|, the component Jz and the energy

H = Σ 2e_k s_kz − g(Jx² + Jy²)

are constant. So is the length of the Lax vector

L(u) = −ẑ + g Σ s_k/(u − e_k)

for every real u different from all levels, where ẑ is the unit vector along z.

## Drift and phase in mean-field BCS runs

These are the mean-field equations of BCS pairing dynamics, with ħ = 1. The z component of s_k encodes the pair occupation of level k, and the in-plane part encodes its pair amplitude. Constant Jz means a constant mean particle number.

A code that integrates these equations for finitely many levels can monitor all four quantities. An explicit Euler step, for example, lengthens every spin whose torque is nonzero. Phase errors can leave the constants untouched; the rotating solution below gives a trajectory to compare with.

## From torques to constants

Write T_k = B_k × s_k for the torque:

T_kx = −2g Jy s_kz − 2e_k s_ky
T_ky = 2e_k s_kx + 2g Jx s_kz
T_kz = −2g Jx s_ky + 2g Jy s_kx

**Length.** (s_k·s_k)′ = 2 s_k·(B_k × s_k) = 0.

**Jz.** Summing T_kz over k gives Jz′ = −2g Jx Jy + 2g Jy Jx = 0.

**Energy.** Since Jx′ = Σ T_kx and Jy′ = Σ T_ky,

H′ = Σ (2e_k T_kz − 2g Jx T_kx − 2g Jy T_ky) = Σ B_k·(B_k × s_k) = 0.

**Lax vector.** Let B(u) = (−2g Jx, −2g Jy, 2u), the field that a level at u would feel. Then B_k = B(u) − 2(u − e_k)ẑ, so

L(u)′ = g Σ (B_k × s_k)/(u − e_k) = B(u) × g Σ s_k/(u − e_k) − 2g ẑ × J.

The last term equals B(u) × (−ẑ). Hence L(u)′ = B(u) × L(u), and the length argument applies again.

**A rotating solution.** Try s_k = (a_k cos ωt, a_k sin ωt, m_k), with A = Σ a_k. Then Jx = A cos ωt and Jy = A sin ωt, so T_kz = 0. The x and y equations both hold if

ω a_k = 2e_k a_k + 2gA m_k.

For a chemical potential μ, a gap parameter Δ ≠ 0 and the quasiparticle energies E_k = √((e_k − μ)² + Δ²), take a_k = Δ/(2E_k) and m_k = −(e_k − μ)/(2E_k). The gap equation g Σ 1/(2E_k) = 1 gives gA = Δ: the spins generate the pair field that tilts them. The right side becomes 2μ a_k, so ω = 2μ. Each squared length is a_k² + m_k² = 1/4.

## The Lean file

```lean
import Mathlib

open Matrix

namespace PseudospinDynamics

noncomputable section

variable {ι : Type*} [Fintype ι]

/-- The total pseudospin `J`, the sum of all pseudospins. -/
def pairSpin (S : ι → Fin 3 → ℝ) : Fin 3 → ℝ := fun i => ∑ k, S k i

/-- The mean field `(-2g Jx, -2g Jy, 2ε)` felt by a level of energy `ε`. -/
def meanField (g ε : ℝ) (S : ι → Fin 3 → ℝ) : Fin 3 → ℝ :=
  ![-2 * g * pairSpin S 0, -2 * g * pairSpin S 1, 2 * ε]

/-- The equations of motion: each pseudospin precesses about its own mean field. -/
def IsMotion (g : ℝ) (e : ι → ℝ) (s : ℝ → ι → Fin 3 → ℝ) : Prop :=
  ∀ k t, HasDerivAt (fun τ => s τ k) (meanField g (e k) (s t) ⨯₃ s t k) t

/-- The classical pairing energy `∑ 2 e_k s_kz - g (Jx² + Jy²)`. -/
def energy (g : ℝ) (e : ι → ℝ) (S : ι → Fin 3 → ℝ) : ℝ :=
  (∑ k, 2 * e k * S k 2) - g * (pairSpin S 0 ^ 2 + pairSpin S 1 ^ 2)

/-- The Lax vector `-ẑ + g ∑ s_k / (u - e_k)`, for `u` different from every level `e_k`. -/
def laxVector (g : ℝ) (e : ι → ℝ) (u : ℝ) (S : ι → Fin 3 → ℝ) : Fin 3 → ℝ :=
  fun i => (![0, 0, -1] : Fin 3 → ℝ) i + g * ∑ k, S k i / (u - e k)

/-- A real quantity whose rate of change vanishes at all times is constant. -/
theorem constant_of_rate_zero {f : ℝ → ℝ} (h : ∀ t, HasDerivAt f 0 t) (t t' : ℝ) :
    f t = f t' :=
  is_const_of_deriv_eq_zero (fun x => (h x).differentiableAt) (fun x => (h x).deriv) t t'

/-- A vector that precesses about any time-dependent axis keeps its squared length. -/
theorem precession_length {v W : ℝ → Fin 3 → ℝ}
    (h : ∀ t, HasDerivAt v (W t ⨯₃ v t) t) (t t' : ℝ) :
    v t ⬝ᵥ v t = v t' ⬝ᵥ v t' := by
  refine constant_of_rate_zero (f := fun x => v x ⬝ᵥ v x) (fun τ => ?_) t t'
  have hc := hasDerivAt_pi.1 (h τ)
  have hs := (((hc 0).fun_mul (hc 0)).fun_add ((hc 1).fun_mul (hc 1))).fun_add
    ((hc 2).fun_mul (hc 2))
  simp only [dotProduct, Fin.sum_univ_three]
  refine hs.congr_deriv ?_
  -- the torque is perpendicular to the vector
  simp [cross_apply]
  ring

/-- The three components of the torque that the mean field exerts on a vector `v`. -/
theorem torque (g ε : ℝ) (S : ι → Fin 3 → ℝ) (v : Fin 3 → ℝ) :
    (meanField g ε S ⨯₃ v) 0 = -2 * g * pairSpin S 1 * v 2 - 2 * ε * v 1 ∧
    (meanField g ε S ⨯₃ v) 1 = 2 * ε * v 0 - -2 * g * pairSpin S 0 * v 2 ∧
    (meanField g ε S ⨯₃ v) 2 =
      -2 * g * pairSpin S 0 * v 1 - -2 * g * pairSpin S 1 * v 0 := by
  refine ⟨?_, ?_, ?_⟩ <;> rw [cross_apply] <;> rfl

/-- Along a motion, every pseudospin keeps its squared length, and the component `Jz` and the
pairing energy are constant. -/
theorem constants_of_motion {g : ℝ} {e : ι → ℝ} {s : ℝ → ι → Fin 3 → ℝ}
    (h : IsMotion g e s) (t t' : ℝ) :
    (∀ k, s t k ⬝ᵥ s t k = s t' k ⬝ᵥ s t' k) ∧
    pairSpin (s t) 2 = pairSpin (s t') 2 ∧
    energy g e (s t) = energy g e (s t') := by
  -- the total pseudospin changes by the sum of the torques
  have hJ : ∀ τ i, HasDerivAt (fun x => pairSpin (s x) i)
      (∑ k, (meanField g (e k) (s τ) ⨯₃ s τ k) i) τ := fun τ i =>
    HasDerivAt.fun_sum (fun k _ => hasDerivAt_pi.1 (h k τ) i)
  refine ⟨fun k => precession_length (h k) t t', ?_, ?_⟩
  · refine constant_of_rate_zero (f := fun x => pairSpin (s x) 2) (fun τ => ?_) t t'
    refine (hJ τ 2).congr_deriv ?_
    simp only [(torque _ _ _ _).2.2, Finset.sum_sub_distrib, ← Finset.mul_sum]
    show -2 * g * pairSpin (s τ) 0 * pairSpin (s τ) 1
      - -2 * g * pairSpin (s τ) 1 * pairSpin (s τ) 0 = 0
    ring
  · refine constant_of_rate_zero (f := fun x => energy g e (s x)) (fun τ => ?_) t t'
    have h1 : HasDerivAt (fun x => ∑ k, 2 * e k * s x k 2)
        (∑ k, 2 * e k * (meanField g (e k) (s τ) ⨯₃ s τ k) 2) τ :=
      HasDerivAt.fun_sum (fun k _ => (hasDerivAt_pi.1 (h k τ) 2).const_mul (2 * e k))
    have h2 := (((hJ τ 0).fun_mul (hJ τ 0)).fun_add ((hJ τ 1).fun_mul (hJ τ 1))).const_mul g
    simp only [energy, sq]
    refine (h1.fun_sub h2).congr_deriv ?_
    -- each level contributes its field dotted with its torque, which is zero
    have hz : ∑ k, (2 * e k * (meanField g (e k) (s τ) ⨯₃ s τ k) 2
        - 2 * g * pairSpin (s τ) 0 * (meanField g (e k) (s τ) ⨯₃ s τ k) 0
        - 2 * g * pairSpin (s τ) 1 * (meanField g (e k) (s τ) ⨯₃ s τ k) 1) = 0 := by
      refine Finset.sum_eq_zero fun k _ => ?_
      obtain ⟨t0, t1, t2⟩ := torque g (e k) (s τ) (s τ k)
      rw [t0, t1, t2]
      ring
    rw [Finset.sum_sub_distrib, Finset.sum_sub_distrib, ← Finset.mul_sum,
      ← Finset.mul_sum] at hz
    linear_combination hz

/-- If `u` differs from every level, the Lax vector precesses about the mean field that a level
of energy `u` would feel. -/
theorem laxVector_precesses {g : ℝ} {e : ι → ℝ} {s : ℝ → ι → Fin 3 → ℝ}
    (h : IsMotion g e s) {u : ℝ} (hu : ∀ k, u ≠ e k) (t : ℝ) :
    HasDerivAt (fun τ => laxVector g e u (s τ))
      (meanField g u (s t) ⨯₃ laxVector g e u (s t)) t := by
  have hr : ∀ k, (u - e k) * (u - e k)⁻¹ = 1 := fun k =>
    mul_inv_cancel₀ (sub_ne_zero.2 (hu k))
  have hJ : ∀ i, 2 * pairSpin (s t) i = ∑ k, 2 * s t k i := fun i => by
    simp only [pairSpin, Finset.mul_sum]
  -- weighted sums of the torques, using e/(u-e) = u/(u-e) - 1
  have e0 : ∑ k, (meanField g (e k) (s t) ⨯₃ s t k) 0 / (u - e k) =
      -2 * g * pairSpin (s t) 1 * (∑ k, s t k 2 / (u - e k))
        - 2 * u * (∑ k, s t k 1 / (u - e k)) + 2 * pairSpin (s t) 1 := by
    rw [hJ 1, Finset.mul_sum, Finset.mul_sum, ← Finset.sum_sub_distrib,
      ← Finset.sum_add_distrib]
    refine Finset.sum_congr rfl fun k _ => ?_
    rw [(torque _ _ _ _).1]
    linear_combination 2 * s t k 1 * hr k
  have e1 : ∑ k, (meanField g (e k) (s t) ⨯₃ s t k) 1 / (u - e k) =
      2 * u * (∑ k, s t k 0 / (u - e k))
        - -2 * g * pairSpin (s t) 0 * (∑ k, s t k 2 / (u - e k)) - 2 * pairSpin (s t) 0 := by
    rw [hJ 0, Finset.mul_sum, Finset.mul_sum, ← Finset.sum_sub_distrib,
      ← Finset.sum_sub_distrib]
    refine Finset.sum_congr rfl fun k _ => ?_
    rw [(torque _ _ _ _).2.1]
    linear_combination -2 * s t k 0 * hr k
  have e2 : ∑ k, (meanField g (e k) (s t) ⨯₃ s t k) 2 / (u - e k) =
      -2 * g * pairSpin (s t) 0 * (∑ k, s t k 1 / (u - e k))
        - -2 * g * pairSpin (s t) 1 * (∑ k, s t k 0 / (u - e k)) := by
    rw [Finset.mul_sum, Finset.mul_sum, ← Finset.sum_sub_distrib]
    refine Finset.sum_congr rfl fun k _ => ?_
    rw [(torque _ _ _ _).2.2]
    ring
  obtain ⟨t0, t1, t2⟩ := torque g u (s t) (laxVector g e u (s t))
  refine hasDerivAt_pi.2 fun i => ?_
  have hd : HasDerivAt (fun τ => laxVector g e u (s τ) i)
      (g * ∑ k, (meanField g (e k) (s t) ⨯₃ s t k) i / (u - e k)) t :=
    ((HasDerivAt.fun_sum (fun k _ =>
      (hasDerivAt_pi.1 (h k t) i).div_const (u - e k))).const_mul g).const_add _
  refine hd.congr_deriv ?_
  fin_cases i
  · refine Eq.trans ?_ t0.symm
    show g * ∑ k, (meanField g (e k) (s t) ⨯₃ s t k) 0 / (u - e k) =
      -2 * g * pairSpin (s t) 1 * (-1 + g * ∑ k, s t k 2 / (u - e k))
        - 2 * u * (0 + g * ∑ k, s t k 1 / (u - e k))
    rw [e0]
    ring
  · refine Eq.trans ?_ t1.symm
    show g * ∑ k, (meanField g (e k) (s t) ⨯₃ s t k) 1 / (u - e k) =
      2 * u * (0 + g * ∑ k, s t k 0 / (u - e k))
        - -2 * g * pairSpin (s t) 0 * (-1 + g * ∑ k, s t k 2 / (u - e k))
    rw [e1]
    ring
  · refine Eq.trans ?_ t2.symm
    show g * ∑ k, (meanField g (e k) (s t) ⨯₃ s t k) 2 / (u - e k) =
      -2 * g * pairSpin (s t) 0 * (0 + g * ∑ k, s t k 1 / (u - e k))
        - -2 * g * pairSpin (s t) 1 * (0 + g * ∑ k, s t k 0 / (u - e k))
    rw [e2]
    ring

/-- For every `u` different from all levels, the squared length of the Lax vector is a constant
of motion. -/
theorem laxVector_length {g : ℝ} {e : ι → ℝ} {s : ℝ → ι → Fin 3 → ℝ}
    (h : IsMotion g e s) {u : ℝ} (hu : ∀ k, u ≠ e k) (t t' : ℝ) :
    laxVector g e u (s t) ⬝ᵥ laxVector g e u (s t) =
      laxVector g e u (s t') ⬝ᵥ laxVector g e u (s t') :=
  precession_length (laxVector_precesses h hu) t t'

/-- Pseudospins with in-plane parts `a k` and heights `m k`, turning together about the z axis
at angular frequency `ω`. -/
def rotating (a m : ι → ℝ) (ω t : ℝ) : ι → Fin 3 → ℝ :=
  fun k => ![a k * Real.cos (ω * t), a k * Real.sin (ω * t), m k]

/-- A rotating configuration solves the equations of motion if
`ω a_k = 2 e_k a_k + 2 g (∑ a) m_k` for every level. -/
theorem rotating_isMotion {g ω : ℝ} {e a m : ι → ℝ}
    (hk : ∀ k, ω * a k = 2 * e k * a k + 2 * g * (∑ j, a j) * m k) :
    IsMotion g e (rotating a m ω) := by
  intro k t
  have hJ0 : pairSpin (rotating a m ω t) 0 = (∑ j, a j) * Real.cos (ω * t) :=
    (Finset.sum_mul _ _ _).symm
  have hJ1 : pairSpin (rotating a m ω t) 1 = (∑ j, a j) * Real.sin (ω * t) :=
    (Finset.sum_mul _ _ _).symm
  have hω := (hasDerivAt_id' t).const_mul ω
  obtain ⟨t0, t1, t2⟩ := torque g (e k) (rotating a m ω t) (rotating a m ω t k)
  rw [hJ1] at t0
  rw [hJ0] at t1
  rw [hJ0, hJ1] at t2
  refine hasDerivAt_pi.2 fun i => ?_
  fin_cases i
  · refine (hω.cos.const_mul (a k)).congr_deriv (Eq.trans ?_ t0.symm)
    show a k * (-Real.sin (ω * t) * (ω * 1)) =
      -2 * g * ((∑ j, a j) * Real.sin (ω * t)) * m k - 2 * e k * (a k * Real.sin (ω * t))
    linear_combination -Real.sin (ω * t) * hk k
  · refine (hω.sin.const_mul (a k)).congr_deriv (Eq.trans ?_ t1.symm)
    show a k * (Real.cos (ω * t) * (ω * 1)) =
      2 * e k * (a k * Real.cos (ω * t)) - -2 * g * ((∑ j, a j) * Real.cos (ω * t)) * m k
    linear_combination Real.cos (ω * t) * hk k
  · refine (hasDerivAt_const t (m k)).congr_deriv (Eq.trans ?_ t2.symm)
    show 0 = -2 * g * ((∑ j, a j) * Real.cos (ω * t)) * (a k * Real.sin (ω * t))
      - -2 * g * ((∑ j, a j) * Real.sin (ω * t)) * (a k * Real.cos (ω * t))
    ring

/-- Let `Δ ≠ 0`, `E_k = √((e_k - μ)² + Δ²)` and let the gap equation `g ∑ 1/(2 E_k) = 1` hold.
Then the pseudospins with in-plane part `Δ/(2 E_k)` and height `-(e_k - μ)/(2 E_k)`, rotating at
frequency `2μ`, solve the equations of motion and have squared length `1/4`. -/
theorem gap_equation_motion {g μ Δ : ℝ} {e E : ι → ℝ} (hΔ : Δ ≠ 0)
    (hE : ∀ k, E k = Real.sqrt ((e k - μ) ^ 2 + Δ ^ 2))
    (gap : g * ∑ k, 1 / (2 * E k) = 1) :
    IsMotion g e (rotating (fun k => Δ / (2 * E k)) (fun k => -(e k - μ) / (2 * E k)) (2 * μ)) ∧
    ∀ t k, rotating (fun k => Δ / (2 * E k)) (fun k => -(e k - μ) / (2 * E k)) (2 * μ) t k ⬝ᵥ
      rotating (fun k => Δ / (2 * E k)) (fun k => -(e k - μ) / (2 * E k)) (2 * μ) t k
        = 1 / 4 := by
  constructor
  · -- the gap equation says that g times the total in-plane part is Δ
    have hS : ∑ k, Δ / (2 * E k) = Δ * ∑ k, 1 / (2 * E k) := by
      rw [Finset.mul_sum]
      exact Finset.sum_congr rfl fun k _ => by ring
    have hA : g * ∑ k, Δ / (2 * E k) = Δ := by
      rw [hS]
      linear_combination Δ * gap
    refine rotating_isMotion fun k => ?_
    linear_combination -2 * (-(e k - μ) / (2 * E k)) * hA
  · intro t k
    have hpos : 0 < (e k - μ) ^ 2 + Δ ^ 2 := by positivity
    have hE0 : 0 < E k := by
      rw [hE k]
      exact Real.sqrt_pos.2 hpos
    have hE2 : E k ^ 2 = (e k - μ) ^ 2 + Δ ^ 2 := by
      rw [hE k]
      exact Real.sq_sqrt hpos.le
    have hl : (Δ / (2 * E k)) ^ 2 + (-(e k - μ) / (2 * E k)) ^ 2 = 1 / 4 := by
      rw [div_pow, div_pow, ← add_div, div_eq_iff (by positivity)]
      linear_combination -hE2
    simp only [dotProduct, Fin.sum_univ_three]
    show Δ / (2 * E k) * Real.cos (2 * μ * t) * (Δ / (2 * E k) * Real.cos (2 * μ * t))
      + Δ / (2 * E k) * Real.sin (2 * μ * t) * (Δ / (2 * E k) * Real.sin (2 * μ * t))
      + -(e k - μ) / (2 * E k) * (-(e k - μ) / (2 * E k)) = 1 / 4
    linear_combination hl + (Δ / (2 * E k)) ^ 2 * Real.sin_sq_add_cos_sq (2 * μ * t)

end

end PseudospinDynamics
```

```lean
#print axioms PseudospinDynamics.constants_of_motion
#print axioms PseudospinDynamics.laxVector_length
#print axioms PseudospinDynamics.gap_equation_motion
```

```
'PseudospinDynamics.constants_of_motion' depends on axioms: [propext, Classical.choice, Quot.sound]
'PseudospinDynamics.laxVector_length' depends on axioms: [propext, Classical.choice, Quot.sound]
'PseudospinDynamics.gap_equation_motion' depends on axioms: [propext, Classical.choice, Quot.sound]
```

## What is guaranteed for a trajectory

`IsMotion` says that every spin has the required derivative at every real time. Components 0, 1, 2 are x, y, z; `pairSpin` is J, and `meanField g ε S` is the field at level energy ε. `constants_of_motion` compares any two times. Lengths appear as dot products because Lean's norm on `Fin 3 → ℝ` is the largest absolute component.

`precession_length` allows any time-dependent axis, so it serves both the spins and the Lax vector. `torque` supplies the components above, and `hz` is the vanishing energy sum. In `laxVector_precesses`, `e0`, `e1` and `e2` are the weighted torque sums, with `hr` cancelling u − e_k. `rotating_isMotion` checks the trial solution, and `gap_equation_motion` inserts the BCS values.

The device that joins calculus to algebra is `HasDerivAt.congr_deriv`. The differentiation rules produce a derivative in whatever form they give; this lemma exchanges it for the wanted one, provided that the two are equal. What remains is an identity for `ring` or `linear_combination`.

Energy conservation can fail if the levels vary in time. Take one spin (0, 0, 1/2) with e(t) = t. Its field is parallel to it, so it stays at rest, yet H = t grows.

The theorems concern exact solutions, not time-stepping schemes, and they do not show that a solution exists for arbitrary initial spins. The step from the quantum pairing Hamiltonian to these equations, in which pair operators are replaced by their mean values, is assumed.
